# Beads on a sphere have their centroid strictly inside it unless they all coincide

Put two beads \(x_0,x_1\) at distance \(r\) from a point \(a\), and write \(u=x_0-a\), \(v=x_1-a\). Their centroid \(c=(x_0+x_1)/2\) satisfies

\[
\|c-a\|^2=\tfrac14\|u+v\|^2=\tfrac12(r^2+\langle u,v\rangle),\qquad
\|x_0-x_1\|^2=2r^2-2\langle u,v\rangle .
\]

Hence \(r^2-\|c-a\|^2=\tfrac14\|x_0-x_1\|^2\): the midpoint of a chord lies inside the sphere, by an amount fixed by the chord length. For \(P\ge1\) beads \(x_0,\dots,x_{P-1}\), all at distance \(r\) from \(a\), with centroid \(c=\frac1P\sum_i x_i\), the relation becomes

\[
r^2-\|c-a\|^2=\frac1{2P^2}\sum_{i,j}\|x_i-x_j\|^2 .
\]

In path-integral simulations, a ring polymer spread over bond orientations at one fixed bond length therefore has a centroid with a shorter bond length. This is the geometry behind the curvature problem of centroid molecular dynamics, here for given bead positions, without a potential, thermal weights or dynamics.

## Distances come from an inner product

The space `V` is a real inner-product space of any dimension. For one particle it is ordinary space; for a diatomic molecule it can be the space of bond vectors. A configuration is a map `x : Fin P → V`. All beads have equal weight, and the springs between neighbours play no part.

```lean
import Mathlib

open Finset

namespace RingPolymerCentroid

noncomputable section

variable {V : Type*} [NormedAddCommGroup V] [InnerProductSpace ℝ V] {P : ℕ}
```

The centroid and the squared radius of gyration \(G=\frac1P\sum_i\|x_i-c\|^2\) are defined as means.

```lean
/-- The centroid of a ring polymer: the mean position of its `P` beads. -/
def centroid (x : Fin P → V) : V := (P : ℝ)⁻¹ • ∑ i, x i

/-- The squared radius of gyration: the mean squared distance of the beads from their centroid. -/
def gyrationSq (x : Fin P → V) : ℝ := (P : ℝ)⁻¹ * ∑ i, ‖x i - centroid x‖ ^ 2
```

By hand, the inner product enters when a square is expanded about the centroid:

\[
\|x_i-a\|^2=\|x_i-c\|^2+2\langle x_i-c,\,c-a\rangle+\|c-a\|^2 .
\]

In the proof this is `norm_add_sq_real`, used in `parallel_axis` below. With a general norm the result fails. Under the maximum norm on the plane, the beads \((1,1)\) and \((1,-1)\) both have norm 1, and so does their centroid \((1,0)\), although the beads differ.

## There is at least one bead

The hypothesis `hP : 0 < P` says that the polymer exists, so that a mean can be taken. By hand it permits division by \(P\), which gives

\[
\sum_i(x_i-c)=\sum_i x_i-Pc=0 .
\]

The Lean proof turns `hP` into \(P\ne0\) and cancels \(P\) against its inverse.

```lean
/-- The displacements of the beads from their centroid add up to zero. -/
theorem sum_sub_centroid (hP : 0 < P) (x : Fin P → V) :
    ∑ i, (x i - centroid x) = 0 := by
  have h0 : (P : ℝ) ≠ 0 := by positivity
  rw [Finset.sum_sub_distrib, Finset.sum_const, Finset.card_univ, Fintype.card_fin,
    ← Nat.cast_smul_eq_nsmul ℝ, centroid, smul_smul, mul_inv_cancel₀ h0, one_smul, sub_self]
```

Averaging the expanded square over \(i\) now removes the cross term and leaves the parallel-axis relation

\[
\frac1P\sum_i\|x_i-a\|^2=G+\|c-a\|^2 .
\]

```lean
/-- The mean squared distance of the beads from any point `a` is the squared radius of gyration
plus the squared distance of the centroid from `a`. -/
theorem parallel_axis (hP : 0 < P) (x : Fin P → V) (a : V) :
    (P : ℝ)⁻¹ * ∑ i, ‖x i - a‖ ^ 2 = gyrationSq x + ‖centroid x - a‖ ^ 2 := by
  have h0 : (P : ℝ) ≠ 0 := by positivity
  have h : ∀ i, ‖x i - a‖ ^ 2 = ‖x i - centroid x‖ ^ 2
      + 2 * inner ℝ (x i - centroid x) (centroid x - a) + ‖centroid x - a‖ ^ 2 := by
    intro i
    rw [← norm_add_sq_real, sub_add_sub_cancel]
  -- the cross terms cancel because the displacements sum to zero
  have hs : ∑ i, ‖x i - a‖ ^ 2
      = ∑ i, ‖x i - centroid x‖ ^ 2 + (P : ℝ) * ‖centroid x - a‖ ^ 2 := by
    rw [Finset.sum_congr rfl (fun i _ => h i), Finset.sum_add_distrib, Finset.sum_add_distrib,
      ← Finset.mul_sum, ← sum_inner, sum_sub_centroid hP, inner_zero_left]
    simp
  rw [hs, gyrationSq, mul_add, inv_mul_cancel_left₀ h0]
```

The proof turns on `← sum_inner`. Mathlib's `sum_inner` says that the inner product of a sum with a fixed vector is the sum of the inner products. Read from right to left, it gathers the \(P\) cross terms into one inner product whose first argument is \(\sum_i(x_i-c)\). This works because the second argument, `centroid x - a`, does not depend on \(i\). The gathered sum is then exactly the left side of `sum_sub_centroid`, so it becomes zero, and `inner_zero_left` finishes the cancellation.

Taking \(a=x_j\) gives \(\sum_i\|x_i-x_j\|^2=P(G+\|x_j-c\|^2)\). Summing over \(j\), with \(\sum_j\|x_j-c\|^2=PG\), yields

\[
\sum_{i,j}\|x_i-x_j\|^2=P^2G+P^2G=2P^2G .
\]

In the next proof, `h` is the relation about bead \(j\), `hG` is the sum over displacements, and `hsum` is the last display.

```lean
/-- The squared radius of gyration is the sum of squared distances over all ordered pairs of beads,
divided by `2 P²`. -/
theorem gyrationSq_eq_pairs (hP : 0 < P) (x : Fin P → V) :
    gyrationSq x = 1 / (2 * (P : ℝ) ^ 2) * ∑ i, ∑ j, ‖x i - x j‖ ^ 2 := by
  have h0 : (P : ℝ) ≠ 0 := by positivity
  -- the parallel-axis relation about each bead in turn
  have h : ∀ j, ∑ i, ‖x i - x j‖ ^ 2
      = (P : ℝ) * (gyrationSq x + ‖x j - centroid x‖ ^ 2) := by
    intro j
    rw [norm_sub_rev (x j) (centroid x), ← parallel_axis hP x (x j), mul_inv_cancel_left₀ h0]
  have hG : ∑ j, ‖x j - centroid x‖ ^ 2 = (P : ℝ) * gyrationSq x := by
    rw [gyrationSq, mul_inv_cancel_left₀ h0]
  have hsum : ∑ i, ∑ j, ‖x i - x j‖ ^ 2 = 2 * (P : ℝ) ^ 2 * gyrationSq x := by
    rw [Finset.sum_comm, Finset.sum_congr rfl (fun j _ => h j), ← Finset.mul_sum,
      Finset.sum_add_distrib, hG, Finset.sum_const, Finset.card_univ, Fintype.card_fin,
      nsmul_eq_mul]
    ring
  rw [hsum]
  field_simp
```

Without beads the sums are empty, so the Lean definition puts the centroid at the origin, and the parallel-axis relation would read \(0=\|a\|^2\), which is false for \(a\ne0\).

## Every bead is at the same distance from the centre

The hypothesis `hx : ∀ i, ‖x i - a‖ = r` places all beads on one sphere about \(a\). Physically, it freezes the radial coordinate and leaves the angular ones free. A real polymer also fluctuates radially, so this is an idealisation.

By hand it is used once: the mean squared distance to \(a\) becomes \(r^2\), so \(r^2=G+\|c-a\|^2\), and the pair formula for \(G\) gives the main identity. In Lean, `simp only [hx, ...]` replaces each summand by \(r^2\), and `linarith` rearranges.

```lean
/-- If all beads lie on a sphere of radius `r` about `a`, then `r²` exceeds the squared distance of
the centroid from `a` by the sum of squared distances over all ordered pairs of beads, divided by `2
P²`. -/
theorem centroid_deficit (hP : 0 < P) (x : Fin P → V) (a : V) (r : ℝ)
    (hx : ∀ i, ‖x i - a‖ = r) :
    r ^ 2 - ‖centroid x - a‖ ^ 2
      = 1 / (2 * (P : ℝ) ^ 2) * ∑ i, ∑ j, ‖x i - x j‖ ^ 2 := by
  have h0 : (P : ℝ) ≠ 0 := by positivity
  have hp := parallel_axis hP x a
  simp only [hx, Finset.sum_const, Finset.card_univ, Fintype.card_fin, nsmul_eq_mul] at hp
  rw [inv_mul_cancel_left₀ h0] at hp
  rw [← gyrationSq_eq_pairs hP]
  linarith
```

Without this hypothesis there is no common radius, but the identity survives with \(r^2\) replaced by \(\frac1P\sum_i\|x_i-a\|^2\), by `parallel_axis` and `gyrationSq_eq_pairs`.

## Two beads differ

The condition `∃ i j, x i ≠ x j` says that the polymer has some spread. It is one side of an equivalence, whose proof uses a lower bound on \(G\). Let \(d=\|x_i-x_j\|\), \(s=\|x_i-c\|\) and \(t=\|x_j-c\|\). For \(i\ne j\), the triangle inequality gives

\[
d^2\le(s+t)^2\le2(s^2+t^2)\le2PG,
\]

so \(G\ge d^2/(2P)\). If \(i=j\), the bound only says \(G\ge0\). In Lean, `hpair` keeps two terms of the sum, `hsq` squares the triangle inequality, and the final `nlinarith` uses \((s-t)^2\ge0\).

```lean
/-- Two beads a distance `d` apart make the squared radius of gyration at least `d² / (2 P)`. -/
theorem spread_le_gyrationSq (hP : 0 < P) (x : Fin P → V) (i j : Fin P) :
    ‖x i - x j‖ ^ 2 / (2 * (P : ℝ)) ≤ gyrationSq x := by
  have hPr : (0 : ℝ) < P := by exact_mod_cast hP
  have hG : (P : ℝ) * gyrationSq x = ∑ k, ‖x k - centroid x‖ ^ 2 := by
    rw [gyrationSq, mul_inv_cancel_left₀ hPr.ne']
  have hnn : 0 ≤ ∑ k, ‖x k - centroid x‖ ^ 2 := Finset.sum_nonneg fun k _ => by positivity
  rw [div_le_iff₀ (by positivity)]
  by_cases hij : i = j
  · rw [hij, sub_self, norm_zero]
    nlinarith
  · -- keep only the two chosen beads in the sum, then use the triangle inequality
    have hpair : ‖x i - centroid x‖ ^ 2 + ‖x j - centroid x‖ ^ 2
        ≤ ∑ k, ‖x k - centroid x‖ ^ 2 := by
      rw [← Finset.sum_pair (f := fun k => ‖x k - centroid x‖ ^ 2) hij]
      exact Finset.sum_le_sum_of_subset_of_nonneg (Finset.subset_univ _)
        (fun k _ _ => by positivity)
    have ht := norm_sub_le_norm_sub_add_norm_sub (x i) (centroid x) (x j)
    rw [norm_sub_rev (centroid x) (x j)] at ht
    have hsq := pow_le_pow_left₀ (norm_nonneg (x i - x j)) ht 2
    nlinarith [sq_nonneg (‖x i - centroid x‖ - ‖x j - centroid x‖)]
```

On a sphere \(G=r^2-\|c-a\|^2\), so distinct beads force \(\|c-a\|^2<r^2\). Since \(r\) is the norm of a bead's displacement, \(r\ge0\), and the inequality passes to the distances themselves. If instead all beads coincide, every pair distance vanishes and the centroid lies on the sphere. The two branches after `constructor` prove these directions in the opposite order.

```lean
/-- For beads on a sphere, the centroid lies strictly inside the sphere exactly when
the beads do not all coincide. -/
theorem centroid_inside_iff (hP : 0 < P) (x : Fin P → V) (a : V) (r : ℝ)
    (hx : ∀ i, ‖x i - a‖ = r) :
    ‖centroid x - a‖ < r ↔ ∃ i j, x i ≠ x j := by
  have hPr : (0 : ℝ) < P := by exact_mod_cast hP
  have hr : 0 ≤ r := by
    rw [← hx ⟨0, hP⟩]
    exact norm_nonneg _
  have hd := centroid_deficit hP x a r hx
  constructor
  · intro hlt
    by_contra hn
    have hne : ∀ i j, x i = x j := fun i j => by_contra fun h => hn ⟨i, j, h⟩
    have hz : ∑ i, ∑ j, ‖x i - x j‖ ^ 2 = 0 :=
      Finset.sum_eq_zero fun i _ => Finset.sum_eq_zero fun j _ => by
        rw [hne i j, sub_self, norm_zero]
        norm_num
    rw [hz, mul_zero] at hd
    nlinarith [norm_nonneg (centroid x - a)]
  · rintro ⟨i, j, hij⟩
    have hb := spread_le_gyrationSq hP x i j
    have hpos : 0 < ‖x i - x j‖ := norm_pos_iff.mpr (sub_ne_zero.mpr hij)
    have hq : 0 < ‖x i - x j‖ ^ 2 / (2 * (P : ℝ)) := by positivity
    rw [← gyrationSq_eq_pairs hP] at hd
    exact lt_of_pow_lt_pow_left₀ 2 hr (by linarith)
```

For two beads the bound is an equality, which recovers the opening case.

```lean
/-- For two beads on a sphere, `r²` exceeds the squared distance of the centroid from the centre
by exactly one quarter of the squared bead-bead distance. -/
theorem two_bead_deficit (x : Fin 2 → V) (a : V) (r : ℝ) (hx : ∀ i, ‖x i - a‖ = r) :
    r ^ 2 - ‖centroid x - a‖ ^ 2 = ‖x 0 - x 1‖ ^ 2 / 4 := by
  rw [centroid_deficit two_pos x a r hx]
  simp only [Fin.sum_univ_two, sub_self, norm_zero, norm_sub_rev (x 1) (x 0)]
  push_cast
  ring
```

## The beads lie on a planar ring

The last specialisation puts the beads at angles \(\theta_i\) on a circle about the origin of the complex plane. The parameter \(r\) may have either sign, so the radius is \(|r|\). A negative \(r\) turns every bead by a further \(\pi\), which leaves the angle differences unchanged.

```lean
/-- The bead `r * exp (θ * I)` on the ring of radius `|r|` about the origin of the complex plane.
Its polar angle is `θ` for `r > 0` and `θ + π` for `r < 0`. -/
def ringBead (r θ : ℝ) : ℂ := (r : ℂ) * Complex.exp ((θ : ℂ) * Complex.I)
```

By hand, two beads at angles \(\theta\) and \(\varphi\) have the squared chord

\[
r^2\left[(\cos\theta-\cos\varphi)^2+(\sin\theta-\sin\varphi)^2\right]=2r^2\left(1-\cos(\theta-\varphi)\right).
\]

The Lean proof takes real and imaginary parts, and `linear_combination` supplies \(\sin^2+\cos^2=1\) for each angle.

```lean
/-- The squared chord between two beads on a planar ring, in terms of their angles. -/
theorem chord_sq (r θ φ : ℝ) :
    ‖ringBead r θ - ringBead r φ‖ ^ 2 = 2 * r ^ 2 * (1 - Real.cos (θ - φ)) := by
  rw [← Complex.normSq_eq_norm_sq, Complex.normSq_apply, Real.cos_sub]
  simp only [ringBead, Complex.sub_re, Complex.sub_im, Complex.re_ofReal_mul,
    Complex.im_ofReal_mul, Complex.exp_ofReal_mul_I_re, Complex.exp_ofReal_mul_I_im]
  linear_combination r ^ 2 * Real.sin_sq_add_cos_sq θ + r ^ 2 * Real.sin_sq_add_cos_sq φ
```

Inserting the chords into the main identity with \(a=0\) gives

\[
r^2-\|c\|^2=\frac{r^2}{P^2}\sum_{i,j}\left(1-\cos(\theta_i-\theta_j)\right).
\]

```lean
/-- For the beads `ringBead r (θ i)`, the squared ring radius minus the squared distance of the
centroid from the origin is `r² / P²` times the sum of `1 - cos (θ i - θ j)` over all ordered pairs
of beads. -/
theorem planar_ring_deficit (hP : 0 < P) (r : ℝ) (θ : Fin P → ℝ) :
    r ^ 2 - ‖centroid (fun i => ringBead r (θ i))‖ ^ 2
      = r ^ 2 / (P : ℝ) ^ 2 * ∑ i, ∑ j, (1 - Real.cos (θ i - θ j)) := by
  have h := centroid_deficit hP (fun i => ringBead r (θ i)) 0 |r|
    (fun i => by simp [ringBead, Complex.norm_exp_ofReal_mul_I])
  simp only [sub_zero, sq_abs, chord_sq, ← Finset.mul_sum] at h
  rw [h]
  ring

end

end RingPolymerCentroid
```

Off the plane, one polar angle per bead no longer determines the chords, and `centroid_deficit` applies with the distances themselves.

```lean
#print axioms RingPolymerCentroid.centroid_inside_iff
-- 'RingPolymerCentroid.centroid_inside_iff' depends on axioms: [propext, Classical.choice, Quot.sound]
#print axioms RingPolymerCentroid.two_bead_deficit
-- 'RingPolymerCentroid.two_bead_deficit' depends on axioms: [propext, Classical.choice, Quot.sound]
#print axioms RingPolymerCentroid.planar_ring_deficit
-- 'RingPolymerCentroid.planar_ring_deficit' depends on axioms: [propext, Classical.choice, Quot.sound]
```
